# Fourier inversion for the dynamical matrix of a periodic chain, and when it is independent of $k$

A routine that recovers force constants $\Phi(R)$ from dynamical matrices $D(k)$ can fail without any visible error. With the wrong sign in the inverse exponent it returns $\Phi(-R)$, which passes every test on constants symmetric under $R\to -R$. Without the factor $1/N$ it returns $N\Phi(R)$. Both statements are read off from the identity below.

## The identity

Cells $R$ and wave vectors $k$ are integers modulo $N\ge 1$, each $\Phi(R)$ is a complex square matrix of force constants with any mass factors already included, and $\chi_k(R)=e^{2\pi i kR/N}$. With
$$D(k)=\sum_R \chi_k(R)\,\Phi(R),$$
one has
$$\Phi(R)=\frac1N\sum_k e^{-2\pi i kR/N}D(k),$$
and $D(k)=D(k')$ for all $k,k'$ if and only if $\Phi(R)=0$ for all $R\neq0$.

## Where a code relies on it

A harmonic phonon code that computes $D(k)$ on a uniform grid of $N$ points and transforms to real space uses this inversion, here in its one-dimensional form with a phase that depends on the cell index only. The round trip $\Phi\to D\to\Phi$ is a unit test. Two more follow from the file: all $D(k)$ are Hermitian exactly when $\Phi(-R)=\Phi(R)^\dagger$, and the real-space lattice sum on a Bloch wave, taken at cell $R$, equals $\chi_k(R)$ times $D(k)$ applied to the amplitude vector of the wave.

## Derivation

1. Changing $kR$ by a multiple of $N$ leaves the exponential unchanged, so $\chi_k(R+S)=\chi_k(R)\chi_k(S)$ and $\chi_k(-R)=e^{-2\pi i kR/N}=\overline{\chi_k(R)}$.
2. Let $w=e^{2\pi iR/N}$, so $w^N=1$. For $R\ne0$, $w\neq1$ and $\sum_k w^k=(w^N-1)/(w-1)=0$. For $R=0$ the sum is $N$. Hence $\sum_k\chi_k(R)=N\delta_{R,0}$.
3. Then
$$\sum_k\chi_k(-R)D(k)=\sum_k\sum_S\chi_k(S-R)\Phi(S)=\sum_S N\delta_{S,R}\,\Phi(S)=N\Phi(R).$$
Division by $N$ gives the inversion, so $D$ determines $\Phi$.
4. If $D(k)=A$ for all $k$, then $\Phi(R)=\frac1N\sum_k\chi_k(-R)\,A=\delta_{R,0}A$. Conversely, if only $\Phi(0)$ survives, $D(k)=\chi_k(0)\Phi(0)=\Phi(0)$.
5. $D(k)^\dagger=\sum_R\chi_k(-R)\Phi(R)^\dagger=\sum_R\chi_k(R)\Phi(-R)^\dagger$. By step 3 this equals $D(k)$ for all $k$ exactly when $\Phi(-R)^\dagger=\Phi(R)$ for all $R$.
6. Let $u(S)=\chi_k(S)e$, where $e$ is here a fixed amplitude vector and not the base of the exponential, and put $T=S-R$: $\sum_S\Phi(S-R)u(S)=\chi_k(R)\sum_T\chi_k(T)\Phi(T)e=\chi_k(R)D(k)e$.
7. The nearest-neighbour chain has $A$ at $0$, $B$ at $1$ and $B^\dagger$ at $-1$. For $N\ge3$ these cells are distinct, so $\Phi(1)=B$, and step 4 makes $D$ constant exactly when $B=0$.

## The file

```lean
import Mathlib

open Complex (I)
open scoped Real Matrix

namespace DynamicalMatrixFourier

noncomputable section

variable {N : ℕ} [NeZero N] {n : Type*}

/-- The Bloch phase `exp(2πi k R / N)` of wave vector `k` at cell `R` of a ring of `N` cells. -/
def blochPhase (k R : ZMod N) : ℂ :=
  Complex.exp (2 * (π : ℂ) * I * ((k.val : ℂ) * (R.val : ℂ)) / (N : ℂ))

/-- The dynamical matrix `D(k) = ∑_R exp(2πi k R / N) Φ(R)` of force-constant blocks `Φ(R)`. -/
def dynMatrix (Φ : ZMod N → Matrix n n ℂ) (k : ZMod N) : Matrix n n ℂ :=
  ∑ R, blochPhase k R • Φ R

/-- Force constants of a nearest-neighbour chain: the block `A` at `R = 0`, `B` at `R = 1`
and `B†` at `R = -1`. -/
def chainForce (A B : Matrix n n ℂ) (R : ZMod N) : Matrix n n ℂ :=
  (if R = 0 then A else 0) + (if R = 1 then B else 0) + (if R = -1 then Bᴴ else 0)

/-- The Bloch phase is the standard character of `ℤ/N` evaluated at the product `k R`. -/
theorem blochPhase_eq_char (k R : ZMod N) : blochPhase k R = ZMod.stdAddChar (k * R) := by
  have h := ZMod.stdAddChar_coe (N := N) ((k.val : ℤ) * (R.val : ℤ))
  have hc : (((k.val : ℤ) * (R.val : ℤ) : ℤ) : ZMod N) = k * R := by
    rw [Int.cast_mul, Int.cast_natCast, Int.cast_natCast, ZMod.natCast_zmod_val,
      ZMod.natCast_zmod_val]
  rw [hc] at h
  rw [h, blochPhase]
  simp only [Int.cast_mul, Int.cast_natCast]

/-- The Bloch phase at the cell `R + S` is the product of the phases at `R` and at `S`. -/
theorem blochPhase_add (k R S : ZMod N) :
    blochPhase k (R + S) = blochPhase k R * blochPhase k S := by
  simp only [blochPhase_eq_char, mul_add, AddChar.map_add_eq_mul]

/-- The Bloch phase at the cell `-R` equals `exp(-2πi k R / N)`. -/
theorem blochPhase_neg (k R : ZMod N) :
    blochPhase k (-R)
      = Complex.exp (-(2 * (π : ℂ) * I * ((k.val : ℂ) * (R.val : ℂ)) / (N : ℂ))) := by
  have h : Complex.exp (-(2 * (π : ℂ) * I * ((k.val : ℂ) * (R.val : ℂ)) / (N : ℂ)))
      = (blochPhase k R)⁻¹ := by
    unfold blochPhase
    exact Complex.exp_neg _
  rw [h, blochPhase_eq_char, blochPhase_eq_char, mul_neg, AddChar.map_neg_eq_inv]

/-- The complex conjugate of the Bloch phase at `R` is the Bloch phase at `-R`. -/
theorem star_blochPhase (k R : ZMod N) : star (blochPhase k R) = blochPhase k (-R) := by
  rw [blochPhase_neg, blochPhase, Complex.star_def, ← Complex.exp_conj]
  congr 1
  simp only [map_div₀, map_mul, map_natCast, map_ofNat, Complex.conj_ofReal, Complex.conj_I]
  ring

/-- The sum of the Bloch phases at `R` over all wave vectors is `N` for `R = 0` and zero
otherwise. -/
theorem sum_blochPhase (R : ZMod N) :
    ∑ k, blochPhase k R = if R = 0 then (N : ℂ) else 0 := by
  simp only [blochPhase_eq_char]
  split_ifs with h
  · simp [h, ZMod.card]
  · -- for `R ≠ 0` the map `k ↦ exp(2πi k R / N)` is a non-trivial character
    have h0 := AddChar.sum_eq_zero_of_ne_one (ZMod.isPrimitive_stdAddChar N h)
    refine Eq.trans (Finset.sum_congr rfl fun k _ => ?_) h0
    rw [AddChar.mulShift_apply, mul_comm]

/-- Fourier inversion: `Φ(R) = (1/N) ∑_k exp(-2πi k R / N) D(k)`. -/
theorem fourier_inversion (Φ : ZMod N → Matrix n n ℂ) (R : ZMod N) :
    Φ R = (1 / (N : ℂ)) • ∑ k : ZMod N,
      Complex.exp (-(2 * (π : ℂ) * I * ((k.val : ℂ) * (R.val : ℂ)) / (N : ℂ)))
        • dynMatrix Φ k := by
  have hN : (N : ℂ) ≠ 0 := Nat.cast_ne_zero.mpr (NeZero.ne N)
  have key : ∑ k, blochPhase k (-R) • dynMatrix Φ k = (N : ℂ) • Φ R := by
    calc ∑ k, blochPhase k (-R) • dynMatrix Φ k
        = ∑ k, ∑ S, blochPhase k (S - R) • Φ S := by
          -- combine the two phases
          refine Finset.sum_congr rfl fun k _ => ?_
          rw [dynMatrix, Finset.smul_sum]
          refine Finset.sum_congr rfl fun S _ => ?_
          rw [smul_smul, ← blochPhase_add, neg_add_eq_sub]
      _ = ∑ S, (∑ k, blochPhase k (S - R)) • Φ S := by
          -- do the sum over wave vectors first
          rw [Finset.sum_comm]
          simp only [Finset.sum_smul]
      _ = (N : ℂ) • Φ R := by
          -- orthogonality keeps only `S = R`
          rw [Finset.sum_eq_single R]
          · rw [sum_blochPhase, if_pos (sub_self R)]
          · intro S _ hS
            rw [sum_blochPhase, if_neg (sub_ne_zero.mpr hS), zero_smul]
          · intro h
            exact absurd (Finset.mem_univ R) h
  simp only [← blochPhase_neg]
  rw [key, smul_smul, one_div, inv_mul_cancel₀ hN, one_smul]

/-- Two sets of force constants with the same dynamical matrix at every `k` are equal. -/
theorem dynMatrix_injective :
    Function.Injective
      (dynMatrix : (ZMod N → Matrix n n ℂ) → ZMod N → Matrix n n ℂ) := by
  intro Φ Ψ h
  funext R
  rw [fourier_inversion Φ R, fourier_inversion Ψ R, h]

/-- The dynamical matrix equals `A` at every `k` exactly when `Φ(0) = A` and `Φ(R) = 0` for
all `R ≠ 0`. -/
theorem dynMatrix_eq_const_iff (Φ : ZMod N → Matrix n n ℂ) (A : Matrix n n ℂ) :
    (∀ k, dynMatrix Φ k = A) ↔ Φ 0 = A ∧ ∀ R, R ≠ 0 → Φ R = 0 := by
  have hN : (N : ℂ) ≠ 0 := Nat.cast_ne_zero.mpr (NeZero.ne N)
  constructor
  · intro h
    -- inversion of a constant gives a Kronecker delta
    have hΦ : ∀ R, Φ R = (1 / (N : ℂ)) • (if -R = 0 then (N : ℂ) else 0) • A := by
      intro R
      rw [fourier_inversion Φ R]
      simp only [← blochPhase_neg, h]
      rw [← Finset.sum_smul, sum_blochPhase]
    refine ⟨?_, fun R hR => ?_⟩
    · rw [hΦ 0, if_pos (neg_zero : -(0 : ZMod N) = 0), smul_smul, one_div,
        inv_mul_cancel₀ hN, one_smul]
    · rw [hΦ R, if_neg (neg_ne_zero.mpr hR), zero_smul, smul_zero]
  · rintro ⟨h0, h⟩ k
    -- only the on-site term survives, and its phase is one
    rw [dynMatrix, Finset.sum_eq_single (0 : ZMod N)]
    · rw [h0, blochPhase_eq_char, mul_zero, AddChar.map_zero_eq_one, one_smul]
    · intro R _ hR
      rw [h R hR, smul_zero]
    · intro hm
      exact absurd (Finset.mem_univ _) hm

/-- The dynamical matrix is independent of `k` exactly when `Φ(R) = 0` for all `R ≠ 0`. -/
theorem dynMatrix_flat_iff (Φ : ZMod N → Matrix n n ℂ) :
    (∀ k k', dynMatrix Φ k = dynMatrix Φ k') ↔ ∀ R, R ≠ 0 → Φ R = 0 := by
  constructor
  · intro h
    exact ((dynMatrix_eq_const_iff Φ (dynMatrix Φ 0)).mp fun k => h k 0).2
  · intro h k k'
    have hc := (dynMatrix_eq_const_iff Φ (Φ 0)).mpr ⟨rfl, h⟩
    rw [hc k, hc k']

/-- The dynamical matrix is Hermitian at every `k` exactly when `Φ(-R) = Φ(R)†` for all `R`. -/
theorem dynMatrix_isHermitian_iff (Φ : ZMod N → Matrix n n ℂ) :
    (∀ k, (dynMatrix Φ k).IsHermitian) ↔ ∀ R, Φ (-R) = (Φ R)ᴴ := by
  -- the adjoint of `D(k)` is the transform of `R ↦ Φ(-R)†`
  have key : ∀ k, (dynMatrix Φ k)ᴴ = dynMatrix (fun R => (Φ (-R))ᴴ) k := by
    intro k
    unfold dynMatrix
    rw [Matrix.conjTranspose_sum]
    refine Fintype.sum_equiv (Equiv.neg (ZMod N)) _ _ fun R => ?_
    simp only [Equiv.neg_apply, Matrix.conjTranspose_smul, star_blochPhase, neg_neg]
  constructor
  · intro h R
    have hfun : (fun R => (Φ (-R))ᴴ) = Φ := by
      apply dynMatrix_injective
      funext k
      exact (key k).symm.trans (h k).eq
    have h1 : (Φ (-R))ᴴ = Φ R := congrFun hfun R
    rw [← h1, Matrix.conjTranspose_conjTranspose]
  · intro h k
    have hfun : (fun R => (Φ (-R))ᴴ) = Φ := by
      funext R
      show (Φ (-R))ᴴ = Φ R
      rw [h R, Matrix.conjTranspose_conjTranspose]
    show (dynMatrix Φ k)ᴴ = dynMatrix Φ k
    rw [key k, hfun]

/-- For the Bloch wave `u(S) = exp(2πi k S / N) e`, the lattice sum `∑_S Φ(S - R) u(S)`
equals `exp(2πi k R / N) D(k) e`. -/
theorem force_on_blochWave [Fintype n] (Φ : ZMod N → Matrix n n ℂ) (k R : ZMod N)
    (e : n → ℂ) :
    ∑ S, Φ (S - R) *ᵥ (blochPhase k S • e) = blochPhase k R • (dynMatrix Φ k *ᵥ e) := by
  have hs : ∀ (s : Finset (ZMod N)) (M : ZMod N → Matrix n n ℂ),
      (∑ S ∈ s, M S) *ᵥ e = ∑ S ∈ s, M S *ᵥ e := by
    intro s M
    induction s using Finset.induction_on with
    | empty => simp
    | insert a s ha ih => rw [Finset.sum_insert ha, Finset.sum_insert ha, Matrix.add_mulVec, ih]
  have h1 : ∀ (c : ℂ) (M : Matrix n n ℂ), (c • M) *ᵥ e = c • (M *ᵥ e) := by
    intro c M
    ext i
    simp only [Matrix.mulVec, dotProduct, Matrix.smul_apply, Pi.smul_apply, smul_eq_mul,
      Finset.mul_sum, mul_assoc]
  have h2 : ∀ (c : ℂ) (M : Matrix n n ℂ), M *ᵥ (c • e) = c • (M *ᵥ e) := by
    intro c M
    ext i
    simp only [Matrix.mulVec, dotProduct, Pi.smul_apply, smul_eq_mul, Finset.mul_sum]
    exact Finset.sum_congr rfl fun j _ => by ring
  rw [dynMatrix, hs, Finset.smul_sum]
  -- shift the summation variable by `R`
  refine Fintype.sum_equiv (Equiv.subRight R) _ _ fun S => ?_
  have hR : R + (S - R) = S := by ring
  simp only [Equiv.subRight_apply]
  rw [h2, h1, smul_smul (blochPhase k R), ← blochPhase_add, hR]

/-- On a ring of at least three cells, the dynamical matrix of the nearest-neighbour chain is
independent of `k` exactly when the coupling block `B` vanishes. -/
theorem chain_flat_iff (hN : 3 ≤ N) (A B : Matrix n n ℂ) :
    (∀ k k' : ZMod N,
      dynMatrix (chainForce (N := N) A B) k = dynMatrix (chainForce (N := N) A B) k')
      ↔ B = 0 := by
  -- the cells `0`, `1` and `-1` are distinct
  have h1 : (1 : ZMod N) ≠ 0 := by
    intro h
    have h' : ((1 : ℕ) : ZMod N) = 0 := by
      rw [Nat.cast_one]
      exact h
    have hle := Nat.le_of_dvd (by norm_num) ((CharP.cast_eq_zero_iff (ZMod N) N 1).mp h')
    omega
  have h2 : (1 : ZMod N) ≠ -1 := by
    intro h
    have h' : ((2 : ℕ) : ZMod N) = 0 := by
      push_cast
      linear_combination h
    have hle := Nat.le_of_dvd (by norm_num) ((CharP.cast_eq_zero_iff (ZMod N) N 2).mp h')
    omega
  refine (dynMatrix_flat_iff _).trans ?_
  constructor
  · intro h
    have hB := h 1 h1
    unfold chainForce at hB
    rw [if_neg h1, if_pos (rfl : (1 : ZMod N) = 1), if_neg h2] at hB
    simpa only [zero_add, add_zero] using hB
  · intro hB R hR
    unfold chainForce
    rw [if_neg hR, hB]
    simp

end

end DynamicalMatrixFourier
```

```lean
#print axioms DynamicalMatrixFourier.dynMatrix_isHermitian_iff
#print axioms DynamicalMatrixFourier.force_on_blochWave
#print axioms DynamicalMatrixFourier.chain_flat_iff
```

```
'DynamicalMatrixFourier.dynMatrix_isHermitian_iff' depends on axioms: [propext, Classical.choice, Quot.sound]
'DynamicalMatrixFourier.force_on_blochWave' depends on axioms: [propext, Classical.choice, Quot.sound]
'DynamicalMatrixFourier.chain_flat_iff' depends on axioms: [propext, Classical.choice, Quot.sound]
```

## What the proof guarantees

The type `ZMod N` carries both $R$ and $k$, which builds in the periodic boundary condition, and `[NeZero N]` says $N\ge1$. The index type `n` labels the displacement components within a cell. `blochPhase` is written with the representatives `k.val` and `R.val` in $\{0,\dots,N-1\}$, as in an array loop. `dynMatrix` fixes the conventions: a positive exponent and no prefactor in the forward transform. `fourier_inversion` and `dynMatrix_flat_iff` hold for every `Φ : ZMod N → Matrix n n ℂ`, with no reality or symmetry assumed. In `force_on_blochWave` the block `Φ (S - R)` couples cell $R$ to the displacement in cell $S$. If the blocks are second derivatives of the energy, the force on cell $R$ is minus this sum.

For step 1, `blochPhase_eq_char` identifies the phase with `ZMod.stdAddChar (k * R)`, after which `blochPhase_add` and `blochPhase_neg` are properties of a character, and `star_blochPhase` conjugates the exponent. `sum_blochPhase` is step 2, by a different route from the geometric series: for $R\neq0$ the map $k\mapsto\chi_k(R)$ is a non-trivial character, and `AddChar.sum_eq_zero_of_ne_one` makes its sum vanish. The `calc` block in `fourier_inversion` follows step 3: it merges the phases, swaps the sums by `Finset.sum_comm`, and keeps $S=R$ by `Finset.sum_eq_single`. `dynMatrix_injective` applies the inversion to both sets of constants.

`dynMatrix_eq_const_iff` is step 4 with the constant named, and `dynMatrix_flat_iff` takes it to be $D(0)$ in one direction and $\Phi(0)$ in the other. `dynMatrix_isHermitian_iff` reindexes by `Equiv.neg (ZMod N)` and uses injectivity, as in step 5. `force_on_blochWave` shifts the sum by `Equiv.subRight R`. `chain_flat_iff` shows $1\neq0$ and $1\ne-1$ from `3 ≤ N`, since $N$ divides neither $1$ nor $2$, and evaluates `chainForce` at $R=1$.

## What it does not guarantee

The model is one finite ring in exact complex arithmetic, with all $N$ wave vectors summed. Higher-dimensional lattices, rounding, symmetry-reduced grids and interpolation to wave vectors off the grid are not treated. Masses, time and the acoustic sum rule do not appear: mass weighting has to be absorbed in $\Phi$, and no theorem links eigenvalues of $D(k)$ to frequencies. Nothing relates $\Phi$ on the ring to the force constants of an infinite crystal.

Two counter-examples, checked by hand and not part of the Lean file, mark the limits. The criterion concerns the matrix $D(k)$ and not its spectrum. For $N\ge3$, $A=2\cdot\mathbb 1$ and $B=\begin{pmatrix}0&1\\0&0\end{pmatrix}$, the matrix $D(k)$ has diagonal entries $2$ and off-diagonal entries $e^{\pm2\pi ik/N}$, so its eigenvalues are $1$ and $3$ at every $k$ although $B\neq0$. Flat bands therefore do not imply uncoupled cells. This example has no zero eigenvalue at $k=0$, so it can stand for a chain tied to a substrate but not for a free one. The chain result also needs $N\ge3$: for $N=2$ the cells $1$ and $-1$ coincide, $\Phi(1)=B+B^\dagger$, and the real block $B=\begin{pmatrix}0&1\\-1&0\end{pmatrix}$, for which $B+B^\dagger=0$, gives a constant $D$.
